# A uniform field on a ring changes the current of a Bloch state but not its density

Sites on a ring are counted modulo their number $N$, but a plane wave $e^{ikj}$ needs an ordinary number in its exponent. The file below takes the sites from `ZMod N`, the integers modulo $N$, so that the neighbour of the last site is the first. In the exponent it puts the representative $0,\dots,N-1$ of each site. The Hamiltonian is then periodic by construction, while the smooth continuation of the wave from site $N-1$ to site $0$ has to be proved from the quantisation of its momentum.

For one particle on such a ring, a uniform time-dependent field leaves the density of a Bloch state at $1/N$ while its current varies. This bears on time-dependent density functional theory: in this non-interacting lattice model, the initial state and the density together do not fix the current if uniform fields around the ring are among those allowed.

## The ring and its equation of motion

```lean
import Mathlib

open Complex (I)
open scoped ComplexConjugate

namespace UniformFieldOnRing

noncomputable section
```

These lines load the mathematical library Mathlib and allow the short names `I` for the imaginary unit and `conj` for complex conjugation.

```lean
/-- Hopping Hamiltonian on a ring of `N` sites with the same Peierls phase `a` on every bond. -/
def hamiltonian {N : ℕ} (a : ℝ) (ψ : ZMod N → ℂ) (j : ZMod N) : ℂ :=
  -Complex.exp (I * a) * ψ (j + 1) - Complex.exp (-(I * a)) * ψ (j - 1)
```

A wave function `ψ : ZMod N → ℂ` assigns a complex amplitude $\psi_j$ to each site $j$. For a real number $a$, the definition reads
$$(H(a)\psi)_j=-e^{ia}\psi_{j+1}-e^{-ia}\psi_{j-1}.$$
The Peierls phase $a$ represents the vector potential along a bond, in dimensionless form. When it changes in time, its rate of change is the force that the field exerts on the particle. It is the same on every bond, which makes the field uniform. The hopping amplitude, the lattice spacing and $\hbar$ are set to one, and there is no on-site potential.

```lean
/-- The time-dependent Schrödinger equation `ψ' = -i H(A(t)) ψ`, site by site. -/
def SolvesTDSE {N : ℕ} (A : ℝ → ℝ) (ψ : ℝ → ZMod N → ℂ) : Prop :=
  ∀ t j, HasDerivAt (fun s => ψ s j) (-I * hamiltonian (A t) (ψ t) j) t
```

`SolvesTDSE A ψ` is a proposition: at every real time $t$ and every site $j$, the amplitude is differentiable in time, with
$$\dot\psi_j(t)=-i\,(H(A(t))\psi(t))_j.$$
`HasDerivAt f d t` means that the function `f` has derivative `d` at `t`.

```lean
/-- Current on the bond from site `j` to site `j + 1` at Peierls phase `a`. -/
def bondCurrent {N : ℕ} (a : ℝ) (ψ : ZMod N → ℂ) (j : ZMod N) : ℝ :=
  2 * (conj (ψ j) * Complex.exp (I * a) * ψ (j + 1)).im
```

The particle current from site $j$ to site $j+1$ is $J_j=2\,\mathrm{Im}(\bar\psi_j e^{ia}\psi_{j+1})$. It is the derivative of the energy $\sum_j\bar\psi_j(H\psi)_j$ with respect to the Peierls phase of that one bond, the other phases being held fixed. The continuity equation below shows that these currents account for every change of the density. That equation alone would not single them out, since it still holds when the same number is added to the current on every bond.

```lean
/-- The lattice momentum `k = 2πm/N`, for `N ≥ 1`. -/
def momentum (N : ℕ) (m : ℤ) : ℝ := 2 * Real.pi * m / N
```

The momentum is $k=2\pi m/N$ with $m$ an integer.

```lean
/-- The plane wave of momentum `k` with the phase `2 ∫ cos (k + A)` accumulated since time zero,
for `N ≥ 1`. -/
def blochState (N : ℕ) (m : ℤ) (A : ℝ → ℝ) (t : ℝ) (j : ZMod N) : ℂ :=
  Complex.exp (I * ((momentum N m : ℂ) * (j.val : ℂ))
    + 2 * I * ((∫ s in (0 : ℝ)..t, Real.cos (momentum N m + A s) : ℝ) : ℂ))
    / ((Real.sqrt (N : ℝ) : ℝ) : ℂ)
```

Write $v_j\in\{0,\dots,N-1\}$ for the representative `j.val`, and $\theta(t)=\int_0^t\cos(k+A(s))\,ds$. The state is
$$\psi_j(t)=\frac{e^{ikv_j+2i\theta(t)}}{\sqrt N}.$$

## Density changes only through the bonds

```lean
/-- For any solution, the density on a site changes at the rate of the current flowing in from
the previous bond minus the current flowing out through the next one. -/
theorem continuity_equation {N : ℕ} {A : ℝ → ℝ} {ψ : ℝ → ZMod N → ℂ}
    (hψ : SolvesTDSE A ψ) (t : ℝ) (j : ZMod N) :
    HasDerivAt (fun s => ‖ψ s j‖ ^ 2)
      (bondCurrent (A t) (ψ t) (j - 1) - bondCurrent (A t) (ψ t) j) t := by
  refine (hψ t j).norm_sq.congr_deriv ?_
  -- the backward hopping amplitude is the conjugate of the forward one
  have he : Complex.exp (-(I * (A t : ℂ))) = conj (Complex.exp (I * (A t : ℂ))) := by
    rw [← Complex.exp_conj]
    simp
  simp only [Complex.inner, hamiltonian, bondCurrent, sub_add_cancel, he]
  simp only [Complex.mul_re, Complex.mul_im, Complex.sub_re, Complex.sub_im, Complex.neg_re,
    Complex.neg_im, Complex.conj_re, Complex.conj_im, Complex.I_re, Complex.I_im]
  ring
```

The theorem says that every solution, not only the Bloch state, obeys
$$\frac{d}{dt}|\psi_j|^2=J_{j-1}-J_j .$$
By hand, the product rule and the Schrödinger equation give
$$\frac{d}{dt}|\psi_j|^2=2\,\mathrm{Re}\big(\bar\psi_j(-i)(H\psi)_j\big)=2\,\mathrm{Im}\big(\bar\psi_j(H\psi)_j\big).$$
Inserting the Hamiltonian turns this into
$$-2\,\mathrm{Im}(\bar\psi_je^{iA}\psi_{j+1})-2\,\mathrm{Im}(\bar\psi_je^{-iA}\psi_{j-1}).$$
The first term is $-J_j$. The number inside the second is the conjugate of $\bar\psi_{j-1}e^{iA}\psi_j$, so its imaginary part has the opposite sign and the term equals $+J_{j-1}$.

In the proof, `norm_sq` differentiates the squared modulus, and `he` records that $e^{-iA}$ is the conjugate of $e^{iA}$. The `simp only` lines split everything into real and imaginary parts, and `ring` compares the resulting polynomials.

## One step along the ring

```lean
variable (N : ℕ) [NeZero N] (m : ℤ)

/-- Moving one site forward multiplies the Bloch state by `exp (ik)`, also across the seam
of the ring. -/
theorem blochState_succ (A : ℝ → ℝ) (t : ℝ) (j : ZMod N) :
    blochState N m A t (j + 1)
      = Complex.exp (I * (momentum N m : ℂ)) * blochState N m A t j := by
  have hN : (N : ℂ) ≠ 0 := Nat.cast_ne_zero.mpr (NeZero.ne N)
  have hk : (momentum N m : ℂ) * N = 2 * Real.pi * m := by
    unfold momentum
    push_cast
    field_simp
  -- the site label grows by one up to a multiple of `N`
  obtain ⟨q, hq⟩ : ∃ q : ℕ, (j + 1).val + N * q = j.val + 1 := by
    refine ⟨(j.val + 1) / N, ?_⟩
    have hv : (j + 1).val = (j.val + 1) % N := by
      rw [← ZMod.val_natCast, Nat.cast_add, ZMod.natCast_zmod_val, Nat.cast_one]
    rw [hv]
    exact Nat.mod_add_div _ _
  have h := congrArg (Nat.cast (R := ℂ)) hq
  simp only [Nat.cast_add, Nat.cast_mul, Nat.cast_one] at h
  have hc : ((-(m * (q : ℤ)) : ℤ) : ℂ) = -((m : ℂ) * (q : ℂ)) := by simp
  unfold blochState
  rw [← mul_div_assoc, ← Complex.exp_add]
  congr 1
  rw [Complex.exp_eq_exp_iff_exists_int]
  refine ⟨-(m * (q : ℤ)), ?_⟩
  rw [hc]
  linear_combination I * (momentum N m : ℂ) * h - I * (q : ℂ) * hk
```

From here on, `[NeZero N]` requires $N\ge1$. The theorem states $\psi_{j+1}=e^{ik}\psi_j$ for every site.

Away from the seam this is immediate, because $v_{j+1}=v_j+1$. At the seam the label falls back to $0$. Both cases are covered by $v_{j+1}+Nq=v_j+1$ with a natural number $q$, which the proof obtains as `hq`. Hence
$$e^{ikv_{j+1}}=e^{ik(v_j+1)}e^{-ikNq}=e^{ik(v_j+1)}e^{-2\pi imq}=e^{ik}e^{ikv_j}.$$
Here `hk` supplies $kN=2\pi m$. Lean's criterion for two equal exponentials asks for an integer multiple of $2\pi i$ between the exponents, and the proof gives it the integer $-mq$.

```lean
/-- At every Peierls phase `a` the Bloch state is an eigenvector of the Hamiltonian with
energy `-2 cos (k + a)`. -/
theorem hamiltonian_blochState (A : ℝ → ℝ) (a t : ℝ) (j : ZMod N) :
    hamiltonian a (blochState N m A t) j
      = -2 * ((Real.cos (momentum N m + a) : ℝ) : ℂ) * blochState N m A t j := by
  have hpred : blochState N m A t (j - 1)
      = Complex.exp (-(I * (momentum N m : ℂ))) * blochState N m A t j := by
    have h := blochState_succ N m A t (j - 1)
    rw [sub_add_cancel] at h
    rw [h, ← mul_assoc, ← Complex.exp_add, neg_add_cancel, Complex.exp_zero, one_mul]
  have hc : 2 * ((Real.cos (momentum N m + a) : ℝ) : ℂ)
      = Complex.exp (I * a) * Complex.exp (I * (momentum N m : ℂ))
        + Complex.exp (-(I * a)) * Complex.exp (-(I * (momentum N m : ℂ))) := by
    rw [Complex.ofReal_cos, Complex.two_cos, ← Complex.exp_add, ← Complex.exp_add,
      Complex.ofReal_add]
    congr 2 <;> ring
  unfold hamiltonian
  rw [blochState_succ, hpred]
  linear_combination blochState N m A t j * hc
```

The Bloch state is an eigenvector of $H(a)$ for every phase $a$. The backward step `hpred` is $\psi_{j-1}=e^{-ik}\psi_j$, so
$$(H(a)\psi)_j=-\left(e^{i(k+a)}+e^{-i(k+a)}\right)\psi_j=-2\cos(k+a)\,\psi_j .$$
The fact `hc` is Euler's formula for the cosine, and `linear_combination` multiplies it by $\psi_j$ to finish.

```lean
/-- At all times the Bloch state has density `1/N` on every site, and the densities add up to one
over the ring. -/
theorem density_blochState (A : ℝ → ℝ) (t : ℝ) :
    (∀ j, ‖blochState N m A t j‖ ^ 2 = 1 / N) ∧ ∑ j, ‖blochState N m A t j‖ ^ 2 = 1 := by
  have hN : (N : ℝ) ≠ 0 := Nat.cast_ne_zero.mpr (NeZero.ne N)
  have h (k v θ : ℝ) : I * ((k : ℂ) * (v : ℂ)) + 2 * I * (θ : ℂ)
      = ((k * v + 2 * θ : ℝ) : ℂ) * I := by
    push_cast
    ring
  have hd : ∀ j, ‖blochState N m A t j‖ ^ 2 = 1 / N := by
    intro j
    rw [blochState, ← Complex.ofReal_natCast, h, norm_div, Complex.norm_exp_ofReal_mul_I,
      Complex.norm_real, Real.norm_of_nonneg (Real.sqrt_nonneg _), div_pow, one_pow,
      Real.sq_sqrt (Nat.cast_nonneg _)]
  refine ⟨hd, ?_⟩
  simp only [hd, Finset.sum_const, Finset.card_univ, ZMod.card, nsmul_eq_mul]
  exact mul_one_div_cancel hN
```

The exponent of $\psi_j$ is $i$ times a real number, so the exponential has modulus one and $|\psi_j|^2=1/N$. Adding $N$ equal terms gives $1$: the state is normalised. The helper `h` collects the exponent into the form that Lean's lemma on the modulus expects.

```lean
/-- At Peierls phase `a` the Bloch state carries the current `2 sin (k + a) / N` on every bond. -/
theorem bondCurrent_blochState (A : ℝ → ℝ) (a t : ℝ) (j : ZMod N) :
    bondCurrent a (blochState N m A t) j = 2 * Real.sin (momentum N m + a) / N := by
  have hz := Complex.conj_mul' (blochState N m A t j)
  have he : Complex.exp (I * a) * Complex.exp (I * (momentum N m : ℂ))
      = Complex.exp (((momentum N m + a : ℝ) : ℂ) * I) := by
    rw [← Complex.exp_add, Complex.ofReal_add]
    congr 1
    ring
  have h : conj (blochState N m A t j) * Complex.exp (I * a)
        * (Complex.exp (I * (momentum N m : ℂ)) * blochState N m A t j)
      = ((‖blochState N m A t j‖ ^ 2 : ℝ) : ℂ)
        * Complex.exp (((momentum N m + a : ℝ) : ℂ) * I) := by
    rw [Complex.ofReal_pow, ← hz, ← he]
    ring
  rw [bondCurrent, blochState_succ, h, (density_blochState N m A t).1, Complex.im_ofReal_mul,
    Complex.exp_ofReal_mul_I_im]
  ring
```

The one-site step and the density give the current:
$$J_j=2\,\mathrm{Im}\left(\bar\psi_je^{ia}e^{ik}\psi_j\right)=2|\psi_j|^2\sin(k+a)=\frac{2\sin(k+a)}{N}.$$
The proof follows the same order: `he` merges the two exponentials, and `h` gathers $\bar\psi_j\psi_j$ into the squared modulus.

## The exact solution in any continuous field

```lean
/-- For every continuous `A(t)` the Bloch state solves the time-dependent Schrödinger equation,
with density `1/N` on each site and current `2 sin (k + A(t)) / N` on each bond. -/
theorem uniform_field_on_ring {A : ℝ → ℝ} (hA : Continuous A) :
    SolvesTDSE A (blochState N m A) ∧
    (∀ t j, ‖blochState N m A t j‖ ^ 2 = 1 / N) ∧
    ∀ t j, bondCurrent (A t) (blochState N m A t) j
      = 2 * Real.sin (momentum N m + A t) / N := by
  refine ⟨fun t j => ?_, fun t => (density_blochState N m A t).1,
    fun t j => bondCurrent_blochState N m A (A t) t j⟩
  have hcont : Continuous fun s => Real.cos (momentum N m + A s) := by fun_prop
  -- the accumulated phase grows at the rate given by the instantaneous energy
  have hθ := (hcont.integral_hasStrictDerivAt 0 t).hasDerivAt
  have h := (((hθ.ofReal_comp.const_mul (2 * I)).const_add
    (I * ((momentum N m : ℂ) * (j.val : ℂ)))).cexp).div_const ((Real.sqrt (N : ℝ) : ℝ) : ℂ)
  rw [hamiltonian_blochState]
  refine h.congr_deriv ?_
  simp only [blochState]
  ring
```

The hypothesis `hA` says that $A$ is continuous. The conclusion joins three statements with `∧`, "and": the Bloch state solves the Schrödinger equation, its density is $1/N$ on every site at all times, and its current is $2\sin(k+A(t))/N$ on every bond.

Only the first is still open. Since $\cos(k+A(s))$ is continuous, the fundamental theorem of calculus gives $\dot\theta=\cos(k+A(t))$, which is `hθ`. The chain rule then yields
$$\dot\psi_j=2i\cos(k+A)\,\psi_j=-i\left(-2\cos(k+A)\right)\psi_j=-i\,(H(A)\psi)_j .$$
In Lean, `h` assembles the derivative from the inside out, and `hamiltonian_blochState` replaces the right-hand side by the eigenvalue.

**Four sites.** Take $N=4$ and $m=1$, so $k=\pi/2$. At time zero the amplitudes are $\tfrac12(1,i,-1,-i)$. With $A=0$, the first bond carries $2\,\mathrm{Im}(\tfrac12\cdot\tfrac i2)=\tfrac12$. The bond across the seam, from site $3$ to site $0$, carries $2\,\mathrm{Im}(\tfrac i2\cdot\tfrac12)=\tfrac12$ as well. When $A$ has grown to $\pi/2$, the state has gained only a common phase, but the extra factor $e^{iA}=i$ makes the current $2\,\mathrm{Im}(\tfrac12\cdot i\cdot\tfrac i2)=0$. The density is $\tfrac14$ throughout.

**One site.** For $N=1$ the single site is its own neighbour on both sides. The Hamiltonian is multiplication by $-2\cos A$, the density is $1$, and the current around the loop is $2\sin A$.

## Equal densities with different currents

```lean
/-- A constant field `E ≠ 0`, with `A(t) = E t`, and no field at all: two solutions with the same
initial state and the same density at all times, whose currents differ on every bond at some
time. -/
theorem density_does_not_determine_current {E : ℝ} (hE : E ≠ 0) :
    SolvesTDSE (fun t => E * t) (blochState N m fun t => E * t) ∧
    SolvesTDSE (fun _ => 0) (blochState N m fun _ => 0) ∧
    (∀ j, blochState N m (fun t => E * t) 0 j = blochState N m (fun _ => 0) 0 j) ∧
    (∀ t j, ‖blochState N m (fun t => E * t) t j‖ ^ 2
      = ‖blochState N m (fun _ => 0) t j‖ ^ 2) ∧
    ∃ t, ∀ j, bondCurrent (E * t) (blochState N m (fun t => E * t) t) j
      ≠ bondCurrent 0 (blochState N m (fun _ => 0) t) j := by
  have hN : (N : ℝ) ≠ 0 := Nat.cast_ne_zero.mpr (NeZero.ne N)
  refine ⟨(uniform_field_on_ring N m (by fun_prop)).1,
    (uniform_field_on_ring N m continuous_const).1, fun j => ?_, fun t j => ?_, ?_⟩
  · simp only [blochState, intervalIntegral.integral_same]
  · rw [(density_blochState N m _ t).1, (density_blochState N m _ t).1]
  · by_cases hs : Real.sin (momentum N m) = 0
    · -- no current at time zero: compare a quarter of a Bloch period away from it
      refine ⟨Real.pi / 2 / E, fun j h => ?_⟩
      rw [bondCurrent_blochState, bondCurrent_blochState, mul_div_cancel₀ _ hE, add_zero,
        Real.sin_add_pi_div_two, div_left_inj' hN] at h
      have h1 := Real.sin_sq_add_cos_sq (momentum N m)
      have h2 : Real.cos (momentum N m) = 0 := by linarith
      rw [hs, h2] at h1
      norm_num at h1
    · -- otherwise the current is reversed after half a period
      refine ⟨Real.pi / E, fun j h => hs ?_⟩
      rw [bondCurrent_blochState, bondCurrent_blochState, mul_div_cancel₀ _ hE, add_zero,
        Real.sin_add_pi, div_left_inj' hN] at h
      linarith

end

end UniformFieldOnRing
```

Here $A(t)=Et$ with constant $E\neq0$ is compared with $A=0$. The theorem provides two solutions that agree at time zero and have equal densities at all times. There is nevertheless a time at which their currents differ on every bond.

The currents are $2\sin(k+Et)/N$ and $2\sin(k)/N$. If $\sin k\neq0$, the time $t=\pi/E$ reverses the sign of the first. If $\sin k=0$, then $\cos k=\pm1$, and at $t=\pi/(2E)$ the first current is $\pm2/N$ while the second vanishes. The command `by_cases` makes this distinction. For negative $E$ the chosen times are negative, which the statement permits.

This does not contradict the Runge–Gross theorem, which compares scalar potentials in continuous space. A uniform field around a closed ring has a non-zero circulation, so no single-valued scalar potential on the ring produces it. On a lattice, however, scalar potentials alone can also leave the current undetermined. Take the four-site state above with $A=0$ and add the same time-dependent potential on sites $1$ and $3$. These two amplitudes gain a common phase $e^{i\delta(t)}$, the density stays at $\tfrac14$, and the current on every bond becomes $\tfrac12\cos\delta(t)$.

```lean
#print axioms UniformFieldOnRing.continuity_equation
-- 'UniformFieldOnRing.continuity_equation' depends on axioms: [propext, Classical.choice, Quot.sound]
#print axioms UniformFieldOnRing.density_does_not_determine_current
-- 'UniformFieldOnRing.density_does_not_determine_current' depends on axioms: [propext, Classical.choice, Quot.sound]
```
